# The components of the two-photon tensor ε^{μνab}k_a l_b in terms of the upper components of the momenta

The two-photon tensor T^{μν} = ε^{μνab}k_a l_b is built from two four-momenta k and l, and the theorem lists its sixteen components as a 4×4 matrix in the upper components of k and l. The metric has signature (+,−,−,−) and ε^{0123} = 1; the momenta are arbitrary real four-vectors, with no mass-shell condition. The proof takes the sixteen pairs of indices one by one, has `norm_num` write out the double sum and unfold the definitions, and leaves the remaining algebra to `ring`.

An attempt in Lean 4 with a fault in it:

```lean
import Mathlib

open Matrix

namespace PhotonTensorComponents

noncomputable section

/-- The diagonal of the Minkowski metric, with signature (+,-,-,-). -/
def metric : Fin 4 → ℝ := ![1, -1, -1, -1]

/-- The lower components `k_μ` of a four-vector with upper components `k^μ`. -/
def lower (k : Fin 4 → ℝ) (μ : Fin 4) : ℝ := metric μ * k μ

/-- The Levi-Civita symbol `ε^{μνab}`, written as the normalised product of all
differences of its indices. -/
def levi (μ ν a b : Fin 4) : ℝ :=
  ((ν.val : ℝ) - μ.val) * ((a.val : ℝ) - μ.val) * ((b.val : ℝ) - μ.val) *
    ((a.val : ℝ) - ν.val) * ((b.val : ℝ) - ν.val) * ((b.val : ℝ) - a.val) / 12

/-- The two-photon tensor `T^{μν} = ε^{μνab} k_a l_b`. -/
def photonTensor (k l : Fin 4 → ℝ) (μ ν : Fin 4) : ℝ :=
  ∑ a, ∑ b, levi μ ν a b * lower k a * lower l b

/-- The components of the two-photon tensor in terms of the upper components of the
two momenta. -/
theorem photonTensor_components (k l : Fin 4 → ℝ) (μ ν : Fin 4) :
    photonTensor k l μ ν =
      !![0, k 2 * l 3 - k 3 * l 2, k 3 * l 1 - k 1 * l 3, k 1 * l 2 - k 2 * l 1;
         k 3 * l 2 - k 2 * l 3, 0, k 3 * l 0 - k 0 * l 3, k 0 * l 2 - k 2 * l 0;
         k 1 * l 3 - k 3 * l 1, k 0 * l 3 - k 3 * l 0, 0, k 1 * l 0 - k 0 * l 1;
         k 2 * l 1 - k 1 * l 2, k 2 * l 0 - k 0 * l 2, k 0 * l 1 - k 1 * l 0, 0] μ ν := by
  -- each component is a sum over the two remaining index values
  fin_cases μ <;> fin_cases ν <;>
    norm_num [photonTensor, Fin.sum_univ_four, levi, lower, metric] <;> ring

end

end PhotonTensorComponents
```

The error:

```
Try this:
  [apply] ring_nf
  
  The `ring` tactic failed to close the goal. Use `ring_nf` to obtain a normal form.
    
  Note that `ring` works primarily in *commutative* rings. If you have a noncommutative ring, abelian group or module, consider using `noncomm_ring`, `abel` or `module` instead.
Try this:
  [apply] ring_nf
  
  The `ring` tactic failed to close the goal. Use `ring_nf` to obtain a normal form.
    
  Note that `ring` works primarily in *commutative* rings. If you have a noncommutative ring, abelian group or module, consider using `noncomm_ring`, `abel` or `module` instead.
Try this:
  [apply] ring_nf
  
  The `ring` tactic failed to close the goal. Use `ring_nf` to obtain a normal form.
    
  Note that `ring` works primarily in *commutative* rings. If you have a noncommutative ring, abelian group or module, consider using `noncomm_ring`, `abel` or `module` instead.
Try this:
  [apply] ring_nf
  
  The `ring` tactic failed to close the goal. Use `ring_nf` to obtain a normal form.
    
  Note that `ring` works primarily in *commutative* rings. If you have a noncommutative ring, abelian group or module, consider using `noncomm_ring`, `abel` or `module` instead.
Try this:
  [apply] ring_nf
  
  The `ring` tactic failed to close the goal. Use `ring_nf` to obtain a normal form.
    
  Note that `ring` works primarily in *commutative* rings. If you have a noncommutative ring, abelian group or module, consider using `noncomm_ring`, `abel` or `module` instead.
Try this:
  [apply] ring_nf
  
  The `ring` tactic failed to close the goal. Use `ring_nf` to obtain a normal form.
    
  Note that `ring` works primarily in *commutative* rings. If you have a noncommutative ring, abelian group or module, consider using `noncomm_ring`, `abel` or `module` instead.
Try this:
  [apply] ring_nf
  
  The `ring` tactic failed to close the goal. Use `ring_nf` to obtain a normal form.
    
  Note that `ring` works primarily in *commutative* rings. If you have a noncommutative ring, abelian group or module, consider using `noncomm_ring`, `abel` or `module` instead.
Try this:
  [apply] ring_nf
  
  The `ring` tactic failed to close the goal. Use `ring_nf` to obtain a normal form.
    
  Note that `ring` works primarily in *commutative* rings. If you have a noncommutative ring, abelian group or module, consider using `noncomm_ring`, `abel` or `module` instead.
Try this:
  [apply] ring_nf
  
  The `ring` tactic failed to close the goal. Use `ring_nf` to obtain a normal form.
    
  Note that `ring` works primarily in *commutative* rings. If you have a noncommutative ring, abelian group or module, consider using `noncomm_ring`, `abel` or `module` instead.
Try this:
  [apply] ring_nf
  
  The `ring` tactic failed to close the goal. Use `ring_nf` to obtain a normal form.
    
  Note that `ring` works primarily in *commutative* rings. If you have a noncommutative ring, abelian group or module, consider using `noncomm_ring`, `abel` or `module` instead.
Main.lean:32:88: error: unsolved goals
case «0».«1»
k l : Fin 4 → ℝ
⊢ ![1, -1, -1, -1] 2 * k 2 * ![1, -1, -1, -1] 3 * l 3 - ![1, -1, -1, -1] 2 * ![1, -1, -1, -1] 3 * k 3 * l 2 =
    k 2 * l 3 - k 3 * l 2

case «0».«2»
k l : Fin 4 → ℝ
⊢ k 1 * ![1, -1, -1, -1] 3 * l 3 - ![1, -1, -1, -1] 3 * k 3 * l 1 = -(k 1 * l 3) + k 3 * l 1

case «0».«3»
k l : Fin 4 → ℝ
⊢ -(k 1 * ![1, -1, -1, -1] 2 * l 2) + ![1, -1, -1, -1] 2 * k 2 * l 1 = k 1 * l 2 - k 2 * l 1

case «1».«0»
k l : Fin 4 → ℝ
⊢ -(![1, -1, -1, -1] 2 * k 2 * ![1, -1, -1, -1] 3 * l 3) + ![1, -1, -1, -1] 2 * ![1, -1, -1, -1] 3 * k 3 * l 2 =
    -(k 2 * l 3) + k 3 * l 2

case «1».«2»
k l : Fin 4 → ℝ
⊢ k 0 * ![1, -1, -1, -1] 3 * l 3 - ![1, -1, -1, -1] 3 * k 3 * l 0 = -(k 0 * l 3) + k 3 * l 0

case «1».«3»
k l : Fin 4 → ℝ
⊢ -(k 0 * ![1, -1, -1, -1] 2 * l 2) + ![1, -1, -1, -1] 2 * k 2 * l 0 = k 0 * l 2 - k 2 * l 0

case «2».«0»
k l : Fin 4 → ℝ
⊢ -(k 1 * ![1, -1, -1, -1] 3 * l 3) + ![1, -1, -1, -1] 3 * k 3 * l 1 = k 1 * l 3 - k 3 * l 1

case «2».«1»
k l : Fin 4 → ℝ
⊢ -(k 0 * ![1, -1, -1, -1] 3 * l 3) + ![1, -1, -1, -1] 3 * k 3 * l 0 = k 0 * l 3 - k 3 * l 0

case «3».«0»
k l : Fin 4 → ℝ
⊢ k 1 * ![1, -1, -1, -1] 2 * l 2 - ![1, -1, -1, -1] 2 * k 2 * l 1 = -(k 1 * l 2) + k 2 * l 1

case «3».«1»
k l : Fin 4 → ℝ
⊢ k 0 * ![1, -1, -1, -1] 2 * l 2 - ![1, -1, -1, -1] 2 * k 2 * l 0 = -(k 0 * l 2) + k 2 * l 0
```

This version goes through:

```diff
@@ -31,7 +31,11 @@
          k 1 * l 3 - k 3 * l 1, k 0 * l 3 - k 3 * l 0, 0, k 1 * l 0 - k 0 * l 1;
          k 2 * l 1 - k 1 * l 2, k 2 * l 0 - k 0 * l 2, k 0 * l 1 - k 1 * l 0, 0] μ ν := by
+  have h0 : metric 0 = 1 := rfl
+  have h1 : metric 1 = -1 := rfl
+  have h2 : metric 2 = -1 := rfl
+  have h3 : metric 3 = -1 := rfl
   -- each component is a sum over the two remaining index values
   fin_cases μ <;> fin_cases ν <;>
-    norm_num [photonTensor, Fin.sum_univ_four, levi, lower, metric] <;> ring
+    norm_num [photonTensor, Fin.sum_univ_four, levi, lower, h0, h1, h2, h3] <;> ring
 
 end
```

What went wrong. The error is the ten unsolved goals. In each of them an entry of the metric is still unevaluated, as `![1, -1, -1, -1] 2` or `![1, -1, -1, -1] 3`. `norm_num` had unfolded `metric` to this vector and read off its entries at 0 and 1, but not those at 2 and 3. `ring` doesn't look inside such a term and treats it as an unknown number, so it can't know that it is -1, and without that the two sides differ. The ten "Try this" messages report the same thing: `ring` did not close the goal, and `ring_nf` is offered instead, which would not supply the missing value either. The components with indices 2,3 and 3,2 went through because their sums need only the metric entries at 0 and 1.

The repair states the four values of `metric` beforehand, each proved by `rfl`, since they hold by definition. `norm_num` is given these equations in place of the definition of `metric`, so it replaces `metric 2` and `metric 3` directly by -1 and the vector never appears. `h0` and `h1` are needed too, now that `metric` is no longer unfolded.
